# The difference between the Fermi function and a step at the chemical potential

For non-interacting fermions, the Fermi function 1/(1 + exp(b(e − μ))) gives the mean occupation of a level of energy e at inverse temperature b and chemical potential μ. The theorem `occupation_sub_step` says that its absolute difference from the step function, which is one for e < μ and zero for e ≥ μ, is exactly 1/(1 + exp(b|e − μ|)). In the statement b, μ and e are arbitrary real numbers, so b need not be positive. The proof treats e < μ and e ≥ μ separately; in the first case it writes x for exp(b(e − μ)) and reduces the claim to identities between fractions in x, while in the second the absolute values simply drop out.

The failing Lean file:

```lean
import Mathlib

open Matrix Filter Topology

namespace OccupationSubStep

noncomputable section

/-- The Fermi function: mean occupation of a level of energy `e` at inverse temperature `b`
and chemical potential `μ`. -/
def occupation (b μ e : ℝ) : ℝ := 1 / (1 + Real.exp (b * (e - μ)))

/-- The step function: one below the chemical potential `μ`, zero from `μ` upwards. -/
def step (μ e : ℝ) : ℝ := if e < μ then 1 else 0

/-- At energy `e` the Fermi function differs from the step function by exactly
`1 / (1 + exp (b |e - μ|))`. -/
theorem occupation_sub_step (b μ e : ℝ) :
    |occupation b μ e - step μ e| = 1 / (1 + Real.exp (b * |e - μ|)) := by
  unfold occupation step
  by_cases he : e < μ
  · rw [if_pos he, abs_of_neg (sub_neg.2 he), mul_neg, Real.exp_neg]
    have hx := Real.exp_pos (b * (e - μ))
    generalize Real.exp (b * (e - μ)) = x at hx ⊢
    have e1 : 1 / (1 + x⁻¹) = x / (1 + x) := by
      rw [div_eq_div_iff (by positivity) (by positivity), mul_add, mul_inv_cancel₀ hx.ne']
      ring
    have e2 : (1 + x) / (1 + x) = 1 := div_self (by positivity)
    have e3 : 1 / (1 + x) - 1 = -(x / (1 + x)) := by linear_combination e2
    rw [e1, e3, abs_neg, abs_of_pos (by positivity)]
  · rw [if_neg he, sub_zero, abs_of_nonneg (sub_nonneg.2 (not_lt.1 he)),
      abs_of_pos (by positivity)]

end

end OccupationSubStep
```

Lean reports:

```
Main.lean:26:67: error: Tactic `rewrite` failed: Did not find an occurrence of the pattern
  x * x⁻¹
in the target expression
  1 * 1 + 1 * x = x * (1 + x⁻¹)

b μ e : ℝ
he : e < μ
x : ℝ
hx : 0 < x
⊢ 1 * 1 + 1 * x = x * (1 + x⁻¹)
```

This version goes through:

```diff
@@ -24,5 +24,5 @@
     generalize Real.exp (b * (e - μ)) = x at hx ⊢
     have e1 : 1 / (1 + x⁻¹) = x / (1 + x) := by
-      rw [div_eq_div_iff (by positivity) (by positivity), mul_add, mul_inv_cancel₀ hx.ne']
+      rw [div_eq_div_iff (by positivity) (by positivity), mul_add x, mul_inv_cancel₀ hx.ne']
       ring
     have e2 : (1 + x) / (1 + x) = 1 := div_self (by positivity)
```

What went wrong. The error is in the proof of `e1`, the identity 1/(1 + x⁻¹) = x/(1 + x). After `div_eq_div_iff` has cross-multiplied, the goal is `1 * (1 + x) = x * (1 + x⁻¹)`. The next rewrite, `mul_add`, is meant to expand the right side, but with no arguments given it fits any product of the form `a * (b + c)`. It settles on the first one found, `1 * (1 + x)`, and expands only that.

The right side therefore stays `x * (1 + x⁻¹)`, as the message shows. The product `x * x⁻¹`, which `mul_inv_cancel₀ hx.ne'` is to replace by 1, does not occur there as a term, and the rewrite fails.

The repair writes `mul_add x`, which fixes the left factor as `x`. Now only the right side fits, and it becomes `x * 1 + x * x⁻¹`. The cancellation then finds its pattern, and `ring` closes the remaining goal, `1 * (1 + x) = x * 1 + 1`.
